# At a band edge $\sum_{i=1}^d |k_i|^{p_i}$ with $d\ge 1$ and all $p_i>0$, the density of states diverges exactly when $\sum_i 1/p_i<1$

Q: Take a two-dimensional band minimum. If it is parabolic in both directions, the density of states starts with a finite step. Now flatten it along one axis, so that the energy above the edge is $k_x^2+k_y^4$. I expect a divergence. What decides it, and does a formal statement about volumes capture it?

A: The sum of the inverse powers decides it. Write $\varepsilon(k)=\sum_i |k_i|^{p_i}$ for $k\in\mathbb R^d$, with $E$ measured from the edge. Let $V(E)$ be the volume of the region $\varepsilon(k)\le E$, and let $s=\sum_i 1/p_i$. Your flattened band has $s=\tfrac12+\tfrac14=\tfrac34<1$, so its density of states $V'(E)$ diverges; the parabolic one has $s=1$.

Q: Derive that by hand first.

A: For $E>0$, stretch each component to $E^{1/p_i}k_i$. Since $|E^{1/p_i}k_i|^{p_i}=E|k_i|^{p_i}$, the energy is multiplied by $E$, and the region below energy one is mapped onto the region below $E$. The Jacobian is $\prod_i E^{1/p_i}=E^s$, so
$$V(E)=E^s\,V(1),\qquad V'(E)=s\,E^{s-1}\,V(1).$$

$V(1)$ is finite because $\varepsilon(k)\le1$ forces every $|k_i|\le1$, which gives $V(1)\le 2^d$. It is positive because $\varepsilon$ is continuous and vanishes at $k=0$, so $\varepsilon<1$ on a neighbourhood of the origin. For $d\ge1$ we also have $s>0$. If $s<1$, then $E^{s-1}\to\infty$ as $E$ decreases to $0$. If $s\ge1$, then $E^{s-1}\le1$ for $0<E<1$, and the density stays below or at $sV(1)$.

Q: Put numbers into my flattened band.

A: With $s=\tfrac34$, at $E=\tfrac1{16}$ the volume is $V(1)/8$ and the density is $\tfrac34\cdot2\,V(1)=1.5\,V(1)$. At $E=\tfrac1{256}$ the density is $\tfrac34\cdot4\,V(1)=3\,V(1)$. Each sixteenfold approach to the edge doubles it.

Q: Now the formal objects. What is a wave vector?

A: A real function on a finite index type `ι`, whose number of elements is $d$.

In Lean 4 with Mathlib:

```lean
import Mathlib

open MeasureTheory Filter Topology

namespace BandEdgeSingularity

noncomputable section

variable {ι : Type*} [Fintype ι]
```

The energy is the sum above, with all coefficients set to one.

```lean
/-- The band energy `∑ |k i| ^ p i` at wave vector `k`, measured from the band edge. -/
def band (p k : ι → ℝ) : ℝ := ∑ i, |k i| ^ p i
```

Q: Real bands have effective masses.

A: Positive coefficients can be absorbed by rescaling the axes, which can change $V(1)$ but not $s$. The form of the energy is a real restriction: there are no mixed terms, no saddle points and no higher corrections, and $k$ ranges over all of $\mathbb R^d$ instead of a Brillouin zone.

The next definitions are the region, its Lebesgue volume as a real number, the density of states and $s$.

```lean
/-- The wave vectors whose band energy is at most `E`. -/
def region (p : ι → ℝ) (E : ℝ) : Set (ι → ℝ) := {k | band p k ≤ E}

/-- The volume of `k`-space with band energy at most `E`, as a real number. -/
def stateVolume (p : ι → ℝ) (E : ℝ) : ℝ := (volume (region p E)).toReal

/-- The density of states: the derivative of the `k`-space volume with respect to energy. -/
def stateDensity (p : ι → ℝ) (E : ℝ) : ℝ := deriv (stateVolume p) E

/-- The edge exponent `s = ∑ 1 / p i`, for nonzero powers `p i`. -/
def exponent (p : ι → ℝ) : ℝ := ∑ i, (p i)⁻¹
```

Q: Your density has no factor $(2\pi)^{-d}$ and no spin.

A: Correct, it is $k$-space volume per unit energy. Those constant factors do not affect whether it diverges.

Q: I also distrust `toReal` and `deriv`. Don't they return zero for an infinite volume or a missing derivative?

A: They do, so the file proves finiteness of the measure itself and differentiability for $E>0$. It begins with the stretch, term by term: `abs_mul` and `Real.mul_rpow` split the power, and `inv_mul_cancel₀` turns the exponent $p_i^{-1}p_i$ into one.

```lean
/-- For positive powers and `E ≥ 0`, stretching each component `k i` by `E ^ (1 / p i)`
multiplies the band energy by `E`. -/
theorem band_scale {p : ι → ℝ} (hp : ∀ i, 0 < p i) {E : ℝ} (hE : 0 ≤ E) (k : ι → ℝ) :
    band p (fun i => E ^ (p i)⁻¹ * k i) = E * band p k := by
  unfold band
  rw [Finset.mul_sum]
  refine Finset.sum_congr rfl fun i _ => ?_
  rw [abs_mul, abs_of_nonneg (Real.rpow_nonneg hE _),
    Real.mul_rpow (Real.rpow_nonneg hE _) (abs_nonneg _), ← Real.rpow_mul hE,
    inv_mul_cancel₀ (hp i).ne', Real.rpow_one]
```

Q: Where does the Jacobian enter?

A: In the next theorem the stretch is a diagonal linear map `f`. `hdet` computes its determinant as $E^s$, and `hpre` says that the preimage of the region below $E$ is the region below one. Mathlib's rule for preimages under linear maps then gives $\mathrm{vol}(\text{region below }1)=E^{-s}\,\mathrm{vol}(\text{region below }E)$, and the last lines solve for the volume below $E$.

```lean
/-- For positive powers and `E > 0`, the Lebesgue measure of the region below energy `E`
is `E ^ s` times that of the region below energy one. -/
theorem volume_region {p : ι → ℝ} (hp : ∀ i, 0 < p i) {E : ℝ} (hE : 0 < E) :
    volume (region p E) = ENNReal.ofReal (E ^ exponent p) * volume (region p 1) := by
  classical
  -- the anisotropic stretch, a diagonal linear map
  let f : (ι → ℝ) →ₗ[ℝ] (ι → ℝ) :=
    Matrix.toLin' (Matrix.diagonal fun i => E ^ (p i)⁻¹)
  have hf : ∀ k, f k = fun i => E ^ (p i)⁻¹ * k i := by
    intro k
    ext i
    simp only [f, Matrix.toLin'_apply, Matrix.mulVec_diagonal]
  have hdet : LinearMap.det f = E ^ exponent p := by
    simp only [f, LinearMap.det_toLin', Matrix.det_diagonal, exponent]
    exact (Real.rpow_sum_of_pos hE _ _).symm
  have hpre : f ⁻¹' region p E = region p 1 := by
    ext k
    simp only [region, Set.mem_preimage, Set.mem_ofPred_eq]
    rw [hf, band_scale hp hE.le]
    constructor <;> intro h <;> nlinarith
  have hpos : 0 < E ^ exponent p := Real.rpow_pos_of_pos hE _
  have hdet0 : LinearMap.det f ≠ 0 := by
    rw [hdet]
    exact hpos.ne'
  have h := Measure.addHaar_preimage_linearMap volume hdet0 (region p E)
  rw [hpre, hdet, abs_of_pos (inv_pos.mpr hpos)] at h
  rw [h, ← mul_assoc, ← ENNReal.ofReal_mul hpos.le, mul_inv_cancel₀ hpos.ne',
    ENNReal.ofReal_one, one_mul]
```

The bounds on the unit region follow the argument by hand: an open neighbourhood of the origin inside it, and a cube around it. For the cube, a component with $|k_i|>1$ would alone contribute more than one to the energy.

```lean
/-- For positive powers, the region below energy one has positive and finite volume. -/
theorem volume_unit_region {p : ι → ℝ} (hp : ∀ i, 0 < p i) :
    0 < volume (region p 1) ∧ volume (region p 1) < ⊤ := by
  constructor
  · -- an open neighbourhood of the band edge lies inside
    have hc : Continuous (band p) := by
      unfold band
      exact continuous_finsetSum _ fun i _ =>
        (continuous_apply i).abs.rpow_const fun _ => Or.inr (hp i).le
    have ho : IsOpen {k | band p k < 1} := isOpen_lt hc continuous_const
    have h0 : band p 0 = 0 := by
      unfold band
      refine Finset.sum_eq_zero fun i _ => ?_
      rw [Pi.zero_apply, abs_zero, Real.zero_rpow (hp i).ne']
    have hne : {k | band p k < 1}.Nonempty := ⟨0, by
      rw [Set.mem_ofPred_eq, h0]
      exact one_pos⟩
    have hsub : {k | band p k < 1} ⊆ region p 1 := by
      intro k hk
      have hlt : band p k < 1 := hk
      change band p k ≤ 1
      exact hlt.le
    exact (ho.measure_pos volume hne).trans_le (measure_mono hsub)
  · -- the region lies in a cube
    have hsub : region p 1 ⊆ Set.Icc (fun _ => (-1 : ℝ)) (fun _ => 1) := by
      intro k hk
      have hi : ∀ i, |k i| ≤ 1 := by
        intro i
        by_contra hlt
        have h1 := Real.one_lt_rpow (not_le.mp hlt) (hp i)
        have h2 : |k i| ^ p i ≤ band p k :=
          Finset.single_le_sum (f := fun j => |k j| ^ p j)
            (fun j _ => Real.rpow_nonneg (abs_nonneg _) _) (Finset.mem_univ i)
        have h3 : band p k ≤ 1 := hk
        linarith
      exact ⟨fun i => (abs_le.mp (hi i)).1, fun i => (abs_le.mp (hi i)).2⟩
    exact (measure_mono hsub).trans_lt isCompact_Icc.measure_lt_top
```

Q: What if a power is allowed to be zero?

A: Then finiteness can fail, so $p_i\ge0$ would not suffice. In one dimension with $p=0$, every $k$ has energy one, and the region below energy one is the whole line.

For positive powers, the volume agrees with $E^sV(1)$ throughout a neighbourhood of any $E>0$, so it inherits the derivative of the power law.

```lean
/-- For positive powers and `E > 0`, the density of states is `s E ^ (s - 1) V(1)`,
and it is a genuine derivative of the volume. -/
theorem hasDerivAt_stateVolume {p : ι → ℝ} (hp : ∀ i, 0 < p i) {E : ℝ} (hE : 0 < E) :
    HasDerivAt (stateVolume p)
      (exponent p * E ^ (exponent p - 1) * stateVolume p 1) E := by
  refine ((Real.hasDerivAt_rpow_const (Or.inl hE.ne')).mul_const
    (stateVolume p 1)).congr_of_eventuallyEq ?_
  filter_upwards [Ioi_mem_nhds hE] with x hx
  unfold stateVolume
  rw [volume_region hp hx, ENNReal.toReal_mul,
    ENNReal.toReal_ofReal (Real.rpow_nonneg (le_of_lt hx) _)]
```

Q: And the main statement?

A: It has three parts: $V(1)$ is positive and finite, the scaling law holds for every $E>0$, and the density tends to $+\infty$ from the right of the edge if and only if $s<1$. `𝓝[>] 0` expresses the one-sided limit and `atTop` the divergence. `[Nonempty ι]` means $d\ge1$; for $d=0$ we would have $s=0$ but a constant volume, hence no divergence.

In the forward direction, a divergent density would exceed $sV(1)$ somewhere in $0<E<1$, which the bound forbids when $s\ge1$. In the converse, the density is rewritten as $sV(1)\,(1/E)^{1-s}$, which has a positive exponent.

```lean
/-- In positive dimension and for positive powers, `V(1)` is positive and finite,
`V(E) = E ^ s V(1)` for `E > 0`, and the density of states diverges as `E` decreases
to zero if and only if `s < 1`. -/
theorem band_edge_singularity [Nonempty ι] {p : ι → ℝ} (hp : ∀ i, 0 < p i) :
    (0 < volume (region p 1) ∧ volume (region p 1) < ⊤) ∧
    (∀ E, 0 < E → stateVolume p E = E ^ exponent p * stateVolume p 1) ∧
    (Tendsto (stateDensity p) (𝓝[>] 0) atTop ↔ exponent p < 1) := by
  have hv := volume_unit_region hp
  have hV : 0 < stateVolume p 1 := ENNReal.toReal_pos hv.1.ne' hv.2.ne
  have hs : 0 < exponent p :=
    Finset.sum_pos (fun i _ => inv_pos.mpr (hp i)) Finset.univ_nonempty
  refine ⟨hv, fun E hE => ?_, fun h => ?_, fun h => ?_⟩
  · unfold stateVolume
    rw [volume_region hp hE, ENNReal.toReal_mul,
      ENNReal.toReal_ofReal (Real.rpow_nonneg hE.le _)]
  · -- for `s ≥ 1` the density is bounded by `s V(1)` below energy one
    by_contra hlt
    obtain ⟨E, hgt, hE⟩ := ((h.eventually_gt_atTop (exponent p * stateVolume p 1)).and
      (Ioo_mem_nhdsGT (zero_lt_one' ℝ))).exists
    have h1 : E ^ (exponent p - 1) ≤ 1 :=
      Real.rpow_le_one hE.1.le hE.2.le (by linarith [not_lt.mp hlt])
    rw [stateDensity, (hasDerivAt_stateVolume hp hE.1).deriv] at hgt
    nlinarith [mul_le_mul_of_nonneg_left h1 (mul_pos hs hV).le]
  · -- for `s < 1` the density is a positive multiple of `(1 / E) ^ (1 - s)`
    have ht : Tendsto (fun E : ℝ => (E⁻¹) ^ (1 - exponent p)) (𝓝[>] 0) atTop :=
      (tendsto_rpow_atTop (sub_pos.mpr h)).comp tendsto_inv_nhdsGT_zero
    refine (ht.const_mul_atTop (mul_pos hs hV)).congr' ?_
    filter_upwards [self_mem_nhdsWithin] with E hE
    have hE' : 0 < E := hE
    rw [stateDensity, (hasDerivAt_stateVolume hp hE').deriv, Real.inv_rpow hE'.le,
      ← Real.rpow_neg hE'.le, neg_sub]
    ring
```

Q: Does it recover the parabolic step I started from?

A: Yes. At $s=1$ the factor $E^{s-1}$ is one, so the density equals $V(1)$ for all $E>0$. Below the edge there are no states, because $\varepsilon\ge0$.

```lean
/-- For positive powers with `s = 1`, the density of states has the constant value `V(1)`
at all energies `E > 0`. -/
theorem stateDensity_step {p : ι → ℝ} (hp : ∀ i, 0 < p i) (hs : exponent p = 1)
    {E : ℝ} (hE : 0 < E) : stateDensity p E = stateVolume p 1 := by
  rw [stateDensity, (hasDerivAt_stateVolume hp hE).deriv, hs, sub_self,
    Real.rpow_zero, one_mul, one_mul]
```

For $s>1$ the density goes to zero at the edge, by continuity of $E^{s-1}$ at $E=0$.

```lean
/-- For positive powers with `s > 1`, the density of states tends to zero as `E`
decreases to zero. -/
theorem stateDensity_vanishes {p : ι → ℝ} (hp : ∀ i, 0 < p i) (hs : 1 < exponent p) :
    Tendsto (stateDensity p) (𝓝[>] 0) (𝓝 0) := by
  have hq : 0 < exponent p - 1 := sub_pos.mpr hs
  have hc : Continuous fun E : ℝ =>
      exponent p * E ^ (exponent p - 1) * stateVolume p 1 :=
    (continuous_const.mul (continuous_id.rpow_const fun _ => Or.inr hq.le)).mul
      continuous_const
  have ht := hc.tendsto 0
  rw [Real.zero_rpow hq.ne', mul_zero, zero_mul] at ht
  refine (ht.mono_left nhdsWithin_le_nhds).congr' ?_
  filter_upwards [self_mem_nhdsWithin] with E hE
  exact (hasDerivAt_stateVolume hp hE).deriv.symm
```

With the same power $n$ along every axis, $s=d/n$, and the criterion becomes $d<n$. A parabolic edge diverges only in one dimension, a quartic one in dimensions one to three.

```lean
/-- In dimension `d ≥ 1`, the band `∑ |k i| ^ n` with the same power `n > 0` for every component has
a density of states that diverges as the energy decreases to zero if and only if `d < n`. -/
theorem uniform_order_diverges_iff {d : ℕ} (hd : 0 < d) {n : ℝ} (hn : 0 < n) :
    Tendsto (stateDensity fun _ : Fin d => n) (𝓝[>] 0) atTop ↔ (d : ℝ) < n := by
  have : Nonempty (Fin d) := ⟨⟨0, hd⟩⟩
  have hs : exponent (fun _ : Fin d => n) = d / n := by
    simp [exponent, div_eq_mul_inv]
  rw [(band_edge_singularity fun _ : Fin d => hn).2.2, hs, div_lt_one hn]

end

end BandEdgeSingularity
```

```lean
#print axioms BandEdgeSingularity.stateDensity_step
#print axioms BandEdgeSingularity.stateDensity_vanishes
#print axioms BandEdgeSingularity.uniform_order_diverges_iff
```

```
'BandEdgeSingularity.stateDensity_step' depends on axioms: [propext, Classical.choice, Quot.sound]
'BandEdgeSingularity.stateDensity_vanishes' depends on axioms: [propext, Classical.choice, Quot.sound]
'BandEdgeSingularity.uniform_order_diverges_iff' depends on axioms: [propext, Classical.choice, Quot.sound]
```

Q: Where would I use this in optics?

A: For non-interacting electrons and vertical transitions, read $\varepsilon(k)$ as the conduction–valence energy difference at the same $k$, measured from its minimum. If it has this separable power form, $s$ tells you whether the joint density of states diverges at that minimum. The absorption also depends on the transition matrix element, which is not treated here.
